# In a finite plane-wave basis, a potential between a and b shifts each ordered level by at least a and at most b

Take an electron in the one-dimensional potential \(V(y)=2v\cos y\) with \(v>0\), in units \(\hbar=m=1\). At the zone boundary \(k=\tfrac12\), the plane waves \(e^{\mathrm i(k+n)y}\) with \(n=0\) and \(n=-1\) both have kinetic energy \(\tfrac18\). In these two waves the Hamiltonian is

\[
\begin{pmatrix}\tfrac18 & v\\ v & \tfrac18\end{pmatrix},\qquad E_0=\tfrac18-v,\quad E_1=\tfrac18+v .
\]

The two eigenstates have densities \(1\mp\cos y\), and the shifts \(\mp v\) are the averages of \(V\) over these densities. An average of \(V\) cannot leave the range of \(V\), here \([-2v,2v]\), so neither can the shifts.

With more waves and unequal kinetic energies, an eigenstate can mix several kinetic levels, and then no single one of them is its unshifted level. The bounds below instead compare the two lists of levels, each in increasing order.

## The bounds derived from averages of the potential

Let \(V\) be real and continuous with \(a\le V(y)\le b\), and let \(s_0,\dots,s_{N-1}\) be distinct integers, listed so that the kinetic energies \(t_i=(k+s_i)^2/2\) are in increasing order, with equal values allowed. Let \(E_0\le\dots\le E_{N-1}\) be the eigenvalues of

\[
H_{ij}=t_i\,\delta_{ij}+V_{s_i-s_j},\qquad V_n=\frac1{2\pi}\int_0^{2\pi}V(y)\,e^{-\mathrm i ny}\,dy .
\]

Then \(t_j+a\le E_j\le t_j+b\) for every \(j\). Real trigonometric polynomials are a special case.

**Expectation value of the potential.** For amplitudes \(x_i\), put \(\psi(y)=\sum_i x_i e^{\mathrm i s_i y}\). Then

\[
\sum_{i,j}\bar x_i V_{s_i-s_j}x_j=\frac1{2\pi}\int_0^{2\pi}V\sum_{i,j}\bar x_i x_j e^{-\mathrm i(s_i-s_j)y}\,dy=\frac1{2\pi}\int_0^{2\pi}V|\psi|^2\,dy .
\]

For \(n\neq0\), \(\int_0^{2\pi}e^{\mathrm i ny}dy=(e^{2\pi\mathrm i n}-1)/(\mathrm i n)=0\). Since the \(s_i\) are distinct, setting \(V=1\) gives \(\frac1{2\pi}\int_0^{2\pi}|\psi|^2dy=\sum_i|x_i|^2=\|x\|^2\). The expectation value therefore lies between \(a\|x\|^2\) and \(b\|x\|^2\).

**Comparison of ordered levels.** Let \(A=U\,\mathrm{diag}(f)\,U^\dagger\) and \(B=W\,\mathrm{diag}(g)\,W^\dagger\), with \(U,W\) unitary and \(f,g\) increasing. Suppose \(x^\dagger Ax+c\|x\|^2\le x^\dagger Bx\) for all \(x\). Write \(u=U^\dagger x\) and \(w=W^\dagger x\), so that

\[
x^\dagger Ax=\sum_i f_i|u_i|^2,\qquad x^\dagger Bx=\sum_i g_i|w_i|^2,\qquad \|u\|=\|w\|=\|x\| .
\]

Require \(u_i=0\) for \(i<j\) and \(w_i=0\) for \(i>j\). These are \(j+(N-1-j)=N-1\) linear conditions on \(N\) unknowns, so some \(x\ne0\) satisfies them. For this \(x\),

\[
(f_j+c)\|x\|^2\le x^\dagger Ax+c\|x\|^2\le x^\dagger Bx\le g_j\|x\|^2 ,
\]

and division by \(\|x\|^2\) gives \(f_j+c\le g_j\).

**The two bounds.** Let \(T=\mathrm{diag}(t)\). The first step gives \(x^\dagger Tx+a\|x\|^2\le x^\dagger Hx\), hence \(t_j+a\le E_j\). It also gives \(x^\dagger Hx-b\|x\|^2\le x^\dagger Tx\), hence \(E_j-b\le t_j\).

For a constant potential, \(a=b\) and the bounds become the equality \(E_j=t_j+a\). For a single plane wave, \(E_0=t_0+V_0\), where \(V_0\) is the mean of \(V\).

For non-interacting electrons in a one-dimensional local potential, the window has width \(b-a\) however many plane waves the finite basis contains. Passing from these matrix eigenvalues to the bands of the full crystal Hamiltonian needs convergence as the basis grows, which is not treated here.

## Plane waves, Fourier coefficients and the Hamiltonian

```lean
import Mathlib

open Matrix
open scoped Real ComplexConjugate

namespace BandEnergyBounds

noncomputable section

/-- The plane wave `exp (i n y)`. -/
def wave (n : ℤ) (y : ℝ) : ℂ := Complex.exp (n * y * Complex.I)
```

The function `coeff` is \(V_n\). It uses \(V\) only on \([0,2\pi]\), so periodicity is not needed as a hypothesis.

```lean
/-- The Fourier coefficient `V_n` of a real potential over one period `2π`. -/
def coeff (V : ℝ → ℝ) (n : ℤ) : ℂ :=
  (((2 * π)⁻¹ : ℝ) : ℂ) * ∫ y in (0 : ℝ)..(2 * π), (V y : ℂ) * wave (-n) y

/-- The kinetic energy `(k + n)² / 2` of a plane wave. -/
def kinetic (k : ℝ) (n : ℤ) : ℝ := (k + n) ^ 2 / 2
```

The basis is a list `s : Fin N → ℤ`, whose indices run from 0 to \(N-1\). The matrices are complex and indexed by position in this list.

```lean
variable {N : ℕ}

/-- The potential `V_(n-m)` in the plane waves listed by `s`. -/
def potentialMatrix (V : ℝ → ℝ) (s : Fin N → ℤ) : Matrix (Fin N) (Fin N) ℂ :=
  fun i j => coeff V (s i - s j)

/-- The Hamiltonian `(k + n)² / 2 δ + V_(n-m)` in the plane waves listed by `s`. -/
def bloch (k : ℝ) (V : ℝ → ℝ) (s : Fin N → ℤ) : Matrix (Fin N) (Fin N) ℂ :=
  diagonal (fun i => (kinetic k (s i) : ℂ)) + potentialMatrix V s
```

The name `orbital` stands for \(\psi\), the periodic part of the Bloch function. The missing factor \(e^{\mathrm i ky}\) has modulus one and leaves the density unchanged.

```lean
/-- The periodic part of the Bloch function with plane-wave amplitudes `x`. -/
def orbital (s : Fin N → ℤ) (x : Fin N → ℂ) (y : ℝ) : ℂ := ∑ i, x i * wave (s i) y
```

## Orthogonality and the recovery of coefficients

Two algebraic rules for plane waves come first.

```lean
/-- Wave numbers add when plane waves are multiplied. -/
theorem wave_add (n m : ℤ) (y : ℝ) : wave (n + m) y = wave n y * wave m y := by
  unfold wave
  rw [← Complex.exp_add]
  congr 1
  push_cast
  ring

/-- Conjugation reverses the wave number. -/
theorem wave_conj (n : ℤ) (y : ℝ) : conj (wave n y) = wave (-n) y := by
  unfold wave
  rw [← Complex.exp_conj]
  congr 1
  simp only [map_mul, Complex.conj_I, Complex.conj_ofReal, map_intCast]
  push_cast
  ring
```

The integral over a period is split into \(n=0\) and \(n\ne0\). In the second case `h1` states that the exponential returns to 1 at \(2\pi\), so the two ends of the antiderivative cancel.

```lean
/-- A plane wave integrates to zero over a period unless `n = 0`. -/
theorem integral_wave (n : ℤ) :
    ∫ y in (0 : ℝ)..(2 * π), wave n y = if n = 0 then ((2 * π : ℝ) : ℂ) else 0 := by
  by_cases hn : n = 0
  · simp [hn, wave]
  · have hc : (n : ℂ) * Complex.I ≠ 0 :=
      mul_ne_zero (Int.cast_ne_zero.mpr hn) Complex.I_ne_zero
    have hw : ∀ y : ℝ, wave n y = Complex.exp ((n : ℂ) * Complex.I * y) := by
      intro y
      unfold wave
      congr 1
      ring
    have h1 : Complex.exp ((n : ℂ) * Complex.I * ((2 * π : ℝ) : ℂ)) = 1 := by
      rw [← Complex.exp_int_mul_two_pi_mul_I n]
      congr 1
      push_cast
      ring
    simp_rw [hw]
    rw [integral_exp_mul_complex hc, h1]
    simp [hn]
```

If \(V\) is a finite sum \(\sum_{n\in F}c_n e^{\mathrm i ny}\), the Fourier integrals give back the \(c_n\), and zero for wave numbers not in \(F\). This links the matrix to potentials specified by their coefficients.

```lean
/-- For a real trigonometric polynomial the Fourier integrals return its coefficients. -/
theorem coeff_trigPolynomial {V : ℝ → ℝ} {F : Finset ℤ} {c : ℤ → ℂ}
    (hV : ∀ y, (V y : ℂ) = ∑ n ∈ F, c n * wave n y) (m : ℤ) :
    coeff V m = if m ∈ F then c m else 0 := by
  have h : ∀ y, (V y : ℂ) * wave (-m) y = ∑ n ∈ F, c n * wave (n - m) y := by
    intro y
    rw [hV, Finset.sum_mul]
    exact Finset.sum_congr rfl fun n _ => by rw [sub_eq_add_neg, wave_add, mul_assoc]
  have hi : ∀ n, IntervalIntegrable (fun y => c n * wave (n - m) y)
      MeasureTheory.volume 0 (2 * π) := fun n =>
    Continuous.intervalIntegrable (by unfold wave; fun_prop) _ _
  have hpi : ((2 * π : ℝ) : ℂ) ≠ 0 := Complex.ofReal_ne_zero.mpr (by positivity)
  unfold coeff
  simp_rw [h]
  rw [intervalIntegral.integral_finsetSum (fun n _ => hi n)]
  simp only [intervalIntegral.integral_const_mul, integral_wave, sub_eq_zero, mul_ite,
    mul_zero, Finset.sum_ite_eq']
  by_cases hm : m ∈ F
  · rw [if_pos hm, if_pos hm, Complex.ofReal_inv, mul_comm (c m), inv_mul_cancel_left₀ hpi]
  · simp only [if_neg hm]
```

## The potential energy as an average over the density

In Lean, \(x^\dagger Ax\) is written `star x ⬝ᵥ A *ᵥ x`. The step `key` expands \(V|\psi|^2\) into the double sum of terms `F i j`. The integral is then exchanged with both finite sums, and each term becomes a Fourier coefficient.

```lean
/-- For a continuous potential, the expectation value of the potential matrix is the average
of `V |ψ|²` over a period. -/
theorem potential_expectation {V : ℝ → ℝ} (hV : Continuous V) (s : Fin N → ℤ)
    (x : Fin N → ℂ) : star x ⬝ᵥ potentialMatrix V s *ᵥ x =
      (((2 * π)⁻¹ * ∫ y in (0 : ℝ)..(2 * π), V y * ‖orbital s x y‖ ^ 2 : ℝ) : ℂ) := by
  let F : Fin N → Fin N → ℝ → ℂ := fun i j y =>
    conj (x i) * x j * ((V y : ℂ) * wave (-(s i - s j)) y)
  have hF : ∀ i j, Continuous (F i j) := fun i j => by
    change Continuous fun y => conj (x i) * x j * ((V y : ℂ) * wave (-(s i - s j)) y)
    unfold wave
    fun_prop
  have key : ∀ y, ((V y * ‖orbital s x y‖ ^ 2 : ℝ) : ℂ) = ∑ i, ∑ j, F i j y := by
    intro y
    push_cast
    rw [← Complex.conj_mul', orbital, map_sum, Finset.sum_mul_sum, Finset.mul_sum]
    refine Finset.sum_congr rfl fun i _ => ?_
    rw [Finset.mul_sum]
    refine Finset.sum_congr rfl fun j _ => ?_
    change _ = conj (x i) * x j * ((V y : ℂ) * wave (-(s i - s j)) y)
    rw [show -(s i - s j) = -s i + s j by ring, wave_add, ← wave_conj, map_mul]
    ring
  have hI : ∀ i, IntervalIntegrable (fun y => ∑ j, F i j y)
      MeasureTheory.volume 0 (2 * π) := fun i =>
    Continuous.intervalIntegrable (continuous_finsetSum _ fun j _ => hF i j) _ _
  rw [Complex.ofReal_mul, ← intervalIntegral.integral_ofReal]
  simp_rw [key]
  -- exchange the integral with the two finite sums
  rw [intervalIntegral.integral_finsetSum (fun i _ => hI i)]
  simp only [dotProduct, Matrix.mulVec, Finset.mul_sum]
  refine Finset.sum_congr rfl fun i _ => ?_
  rw [intervalIntegral.integral_finsetSum
    (fun j _ => (hF i j).intervalIntegrable _ _), Finset.mul_sum]
  refine Finset.sum_congr rfl fun j _ => ?_
  change conj (x i) * (coeff V (s i - s j) * x j) = (((2 * π)⁻¹ : ℝ) : ℂ) *
    ∫ y in (0 : ℝ)..(2 * π), conj (x i) * x j * ((V y : ℂ) * wave (-(s i - s j)) y)
  rw [intervalIntegral.integral_const_mul, coeff]
  ring
```

Next, `h1` shows that the potential 1 has the identity as its matrix, which is where the distinctness of the plane waves enters. From it `hN` obtains the norm of \(\psi\). The step `mono` compares two integrals with the same density, and `hc` evaluates the integral for a constant potential.

```lean
/-- If a continuous potential lies between `a` and `b`, its expectation value in distinct plane
waves lies between `a` and `b` times the squared norm. -/
theorem potential_bounds {V : ℝ → ℝ} (hV : Continuous V) {a b : ℝ}
    (hab : ∀ y, a ≤ V y ∧ V y ≤ b) {s : Fin N → ℤ} (hs : Function.Injective s)
    (x : Fin N → ℂ) :
    a * ∑ i, ‖x i‖ ^ 2 ≤ (star x ⬝ᵥ potentialMatrix V s *ᵥ x).re ∧
      (star x ⬝ᵥ potentialMatrix V s *ᵥ x).re ≤ b * ∑ i, ‖x i‖ ^ 2 := by
  -- the constant potential 1 gives the norm of the orbital
  have h1 : potentialMatrix (fun _ => 1) s = 1 := by
    ext i j
    change coeff (fun _ => 1) (s i - s j) = _
    rw [coeff_trigPolynomial (F := {0}) (c := fun _ => 1) (by intro y; simp [wave])]
    by_cases h : i = j
    · subst h
      simp
    · have h0 : s i - s j ≠ 0 := sub_ne_zero.mpr (hs.ne h)
      rw [if_neg (fun hm => h0 (Finset.mem_singleton.mp hm)), Matrix.one_apply_ne h]
  have h2 : star x ⬝ᵥ x = ((∑ i, ‖x i‖ ^ 2 : ℝ) : ℂ) := by
    push_cast
    exact Finset.sum_congr rfl fun i _ => Complex.conj_mul' (x i)
  have h3 := potential_expectation (V := fun _ => 1) continuous_const s x
  rw [h1, Matrix.one_mulVec, h2] at h3
  have hN := Complex.ofReal_injective h3
  simp only [one_mul] at hN
  have ho : Continuous (orbital s x) := by unfold orbital wave; fun_prop
  have mono : ∀ f g : ℝ → ℝ, Continuous f → Continuous g → (∀ y, f y ≤ g y) →
      (2 * π)⁻¹ * ∫ y in (0 : ℝ)..(2 * π), f y * ‖orbital s x y‖ ^ 2 ≤
        (2 * π)⁻¹ * ∫ y in (0 : ℝ)..(2 * π), g y * ‖orbital s x y‖ ^ 2 := by
    intro f g hf hg h
    refine mul_le_mul_of_nonneg_left ?_ (by positivity)
    exact intervalIntegral.integral_mono (by positivity)
      (Continuous.intervalIntegrable (by fun_prop) _ _)
      (Continuous.intervalIntegrable (by fun_prop) _ _)
      fun y => mul_le_mul_of_nonneg_right (h y) (sq_nonneg _)
  have hc : ∀ c : ℝ, (2 * π)⁻¹ * ∫ y in (0 : ℝ)..(2 * π), c * ‖orbital s x y‖ ^ 2 =
      c * ∑ i, ‖x i‖ ^ 2 := by
    intro c
    rw [intervalIntegral.integral_const_mul, hN, mul_left_comm]
  rw [potential_expectation hV, Complex.ofReal_re, ← hc a, ← hc b]
  exact ⟨mono (fun _ => a) V continuous_const hV fun y => (hab y).1,
    mono V (fun _ => b) hV continuous_const fun y => (hab y).2⟩
```

## Comparing ordered levels

The expectation value in an eigenbasis is a sum of levels weighted by squared amplitudes.

```lean
/-- The expectation value of `U diag(d) Uᴴ` is the sum of the `d i` weighted by the squared
amplitudes of `Uᴴ x`. -/
theorem diag_expectation (U : Matrix (Fin N) (Fin N) ℂ) (d : Fin N → ℝ) (x : Fin N → ℂ) :
    star x ⬝ᵥ (U * diagonal (fun i => (d i : ℂ)) * Uᴴ) *ᵥ x =
      ((∑ i, d i * ‖(Uᴴ *ᵥ x) i‖ ^ 2 : ℝ) : ℂ) := by
  have hx : star x ᵥ* U = star (Uᴴ *ᵥ x) := by
    rw [Matrix.star_mulVec, Matrix.conjTranspose_conjTranspose]
  rw [← Matrix.mulVec_mulVec, ← Matrix.mulVec_mulVec, Matrix.dotProduct_mulVec, hx]
  simp only [dotProduct, Matrix.mulVec_diagonal]
  push_cast
  refine Finset.sum_congr rfl fun i _ => ?_
  rw [← Complex.conj_mul']
  change conj ((Uᴴ *ᵥ x) i) * _ = _
  ring
```

The theorem `weyl_monotonicity` compares levels of equal index, with a constant shift; Weyl's inequalities for sums of matrices, which mix different indices, are more general. The counting of conditions is done with a determinant. The matrix `M` has the rows of \(U^\dagger\) above row \(j\), those of \(W^\dagger\) below it, and zeros in row \(j\). Its determinant vanishes, so a nonzero `x` satisfies `M *ᵥ x = 0`. The facts `hlow` and `hhigh` read off the vanishing amplitudes, and the later `h1` and `h2` are the outer inequalities of the chain above.

```lean
/-- Weyl's monotonicity principle: if one Hermitian form plus `c` times the squared norm never
exceeds another, their increasingly ordered eigenvalues satisfy `f j + c ≤ g j`. -/
theorem weyl_monotonicity {f g : Fin N → ℝ} (hf : Monotone f) (hg : Monotone g) {c : ℝ}
    {U W : Matrix (Fin N) (Fin N) ℂ} (hU : U * Uᴴ = 1) (hW : W * Wᴴ = 1)
    (h : ∀ x : Fin N → ℂ,
      (star x ⬝ᵥ (U * diagonal (fun i => (f i : ℂ)) * Uᴴ) *ᵥ x).re + c * ∑ i, ‖x i‖ ^ 2 ≤
        (star x ⬝ᵥ (W * diagonal (fun i => (g i : ℂ)) * Wᴴ) *ᵥ x).re) (j : Fin N) :
    f j + c ≤ g j := by
  have norm_eq : ∀ U : Matrix (Fin N) (Fin N) ℂ, U * Uᴴ = 1 → ∀ x : Fin N → ℂ,
      ∑ i, ‖(Uᴴ *ᵥ x) i‖ ^ 2 = ∑ i, ‖x i‖ ^ 2 := by
    intro U hU x
    have h1 := diag_expectation U (fun _ => 1) x
    have h2 := diag_expectation 1 (fun _ => 1) x
    simp only [Complex.ofReal_one, Matrix.diagonal_one, mul_one, one_mul, hU,
      Matrix.conjTranspose_one, Matrix.one_mulVec] at h1 h2
    exact Complex.ofReal_injective (h1.symm.trans h2)
  -- one condition fewer than the dimension: row `j` is zero
  let M : Matrix (Fin N) (Fin N) ℂ := fun i =>
    if i < j then Uᴴ i else if j < i then Wᴴ i else 0
  have hdet : M.det = 0 := Matrix.det_eq_zero_of_row_eq_zero j (fun i => by simp [M])
  obtain ⟨x, hx, hMx⟩ := Matrix.exists_mulVec_eq_zero_iff.mpr hdet
  have hlow : ∀ i < j, (Uᴴ *ᵥ x) i = 0 := by
    intro i hi
    have h1 : M i ⬝ᵥ x = 0 := congrFun hMx i
    have h2 : M i = Uᴴ i := if_pos hi
    rw [h2] at h1
    exact h1
  have hhigh : ∀ i, j < i → (Wᴴ *ᵥ x) i = 0 := by
    intro i hi
    have h1 : M i ⬝ᵥ x = 0 := congrFun hMx i
    have h2 : M i = Wᴴ i := (if_neg (not_lt_of_ge hi.le)).trans (if_pos hi)
    rw [h2] at h1
    exact h1
  have hpos : 0 < ∑ i, ‖x i‖ ^ 2 := by
    obtain ⟨i, hi⟩ := Function.ne_iff.mp hx
    have hi' : x i ≠ 0 := hi
    exact Finset.sum_pos' (fun i _ => by positivity)
      ⟨i, Finset.mem_univ i, pow_pos (norm_pos_iff.mpr hi') 2⟩
  have h1 : f j * ∑ i, ‖x i‖ ^ 2 ≤ ∑ i, f i * ‖(Uᴴ *ᵥ x) i‖ ^ 2 := by
    rw [← norm_eq U hU x, Finset.mul_sum]
    refine Finset.sum_le_sum fun i _ => ?_
    rcases lt_or_ge i j with hi | hi
    · simp [hlow i hi]
    · exact mul_le_mul_of_nonneg_right (hf hi) (sq_nonneg _)
  have h2 : ∑ i, g i * ‖(Wᴴ *ᵥ x) i‖ ^ 2 ≤ g j * ∑ i, ‖x i‖ ^ 2 := by
    rw [← norm_eq W hW x, Finset.mul_sum]
    refine Finset.sum_le_sum fun i _ => ?_
    rcases lt_or_ge j i with hi | hi
    · simp [hhigh i hi]
    · exact mul_le_mul_of_nonneg_right (hg hi) (sq_nonneg _)
  have h3 := h x
  rw [diag_expectation, diag_expectation, Complex.ofReal_re, Complex.ofReal_re] at h3
  refine le_of_mul_le_mul_right ?_ hpos
  rw [add_mul]
  linarith
```

## The bounds on the band energies

In the final theorem `kinetic k (s j)` is \(t_j\). The hypothesis `hs` says that the plane waves are distinct, and `hk` that they are listed by increasing kinetic energy; any finite set of integers can be listed in this way. The eigenvalues enter through a diagonalisation: `hE` orders them, `hU` makes the columns of `U` orthonormal, and `hH` is the eigenvalue equation \(HU=U\,\mathrm{diag}(E)\). Levels are thus counted with multiplicity. Such `E` and `U` are assumed here; the spectral theorem supplies them, because \(H\) is Hermitian for real \(V\).

The proof first rewrites \(H\) as \(U\,\mathrm{diag}(E)\,U^\dagger\). It then applies the comparison twice, with the identity as the eigenvector matrix of \(T\): once with shift \(a\), and once in the opposite direction with shift \(-b\).

```lean
/-- List finitely many distinct plane waves by increasing kinetic energy, and let `E` be the
increasingly ordered eigenvalues of the Hamiltonian, with orthonormal eigenvectors the columns
of `U`. If `V` is continuous and `a ≤ V ≤ b`, then `E j` lies between the `j`-th kinetic energy
plus `a` and plus `b`. -/
theorem bandEnergy_bounds {k : ℝ} {V : ℝ → ℝ} (hV : Continuous V) {a b : ℝ}
    (hab : ∀ y, a ≤ V y ∧ V y ≤ b) {s : Fin N → ℤ} (hs : Function.Injective s)
    (hk : Monotone fun i => kinetic k (s i)) {E : Fin N → ℝ} (hE : Monotone E)
    {U : Matrix (Fin N) (Fin N) ℂ} (hU : U * Uᴴ = 1)
    (hH : bloch k V s * U = U * diagonal (fun i => (E i : ℂ))) (j : Fin N) :
    kinetic k (s j) + a ≤ E j ∧ E j ≤ kinetic k (s j) + b := by
  have hB : U * diagonal (fun i => (E i : ℂ)) * Uᴴ = bloch k V s := by
    rw [← hH, mul_assoc, hU, mul_one]
  have h1 : (1 : Matrix (Fin N) (Fin N) ℂ) * 1ᴴ = 1 := by
    rw [Matrix.conjTranspose_one, mul_one]
  constructor
  · refine weyl_monotonicity hk hE h1 hU (fun x => ?_) j
    rw [hB]
    simp only [Matrix.conjTranspose_one, one_mul, mul_one, bloch, Matrix.add_mulVec,
      dotProduct_add, Complex.add_re]
    linarith [(potential_bounds hV hab hs x).1]
  · have h : E j + -b ≤ kinetic k (s j) := by
      refine weyl_monotonicity hE hk hU h1 (fun x => ?_) j
      rw [hB]
      simp only [Matrix.conjTranspose_one, one_mul, mul_one, bloch, Matrix.add_mulVec,
        dotProduct_add, Complex.add_re]
      linarith [(potential_bounds hV hab hs x).2]
    linarith

end

end BandEnergyBounds
```

```lean
#print axioms BandEnergyBounds.potential_bounds
-- 'BandEnergyBounds.potential_bounds' depends on axioms: [propext, Classical.choice, Quot.sound]
#print axioms BandEnergyBounds.bandEnergy_bounds
-- 'BandEnergyBounds.bandEnergy_bounds' depends on axioms: [propext, Classical.choice, Quot.sound]
```
